# Selection rules for powers of a one-quantum operator on finitely many levels

Here "one-quantum" is a condition on the zeros of a finite matrix: an N × N matrix X, with levels 0, …, N−1, may couple only neighbouring levels. No Hamiltonian enters, and X need not be symmetric.

```lean
import Mathlib

open scoped Nat

namespace MultiQuantumSelectionRules

noncomputable section

variable {N : ℕ} {R : Type*} [CommRing R] {X : Matrix (Fin N) (Fin N) R}
```

`Fin N` is the type of level labels. The entries lie in a commutative ring `R`, which covers real and complex matrices.

```lean
/-- A one-quantum operator: its matrix elements vanish unless the two level
numbers differ by exactly one. -/
def OneQuantum (X : Matrix (Fin N) (Fin N) R) : Prop :=
  ∀ i j : Fin N, |((i : ℕ) : ℤ) - ((j : ℕ) : ℤ)| ≠ 1 → X i j = 0
```

In ordinary notation, the condition `OneQuantum X` reads

X_ij = 0 whenever |i − j| ≠ 1.

The diagonal therefore vanishes too. The casts `((i : ℕ) : ℤ)` turn labels into integers, so that subtraction can give negative values.

```lean
/-- A nonzero matrix element of a one-quantum operator joins adjacent levels. -/
theorem OneQuantum.adjacent (hX : OneQuantum X) {i j : Fin N} (h : X i j ≠ 0) :
    (i : ℕ) + 1 = (j : ℕ) ∨ (j : ℕ) + 1 = (i : ℕ) := by
  have h1 : |((i : ℕ) : ℤ) - ((j : ℕ) : ℤ)| = 1 := by
    by_contra hc
    exact h (hX i j hc)
  rcases (abs_eq (by norm_num)).1 h1 with h2 | h2
  · right; omega
  · left; omega
```

This is the same condition read backwards: if X_ij ≠ 0, then i + 1 = j or j + 1 = i.

```lean
/-- Selection rules for the k-th power of a one-quantum operator: a matrix element
vanishes unless the levels differ by at most k and k - i - j is even. -/
theorem selection_rule (hX : OneQuantum X) (k : ℕ) (i j : Fin N)
    (h : (X ^ k) i j ≠ 0) :
    |((i : ℕ) : ℤ) - ((j : ℕ) : ℤ)| ≤ (k : ℤ) ∧
      Even ((k : ℤ) - ((i : ℕ) : ℤ) - ((j : ℕ) : ℤ)) := by
  induction k generalizing j with
  | zero =>
    have hij : i = j := by
      by_contra hc
      rw [pow_zero] at h
      exact h (Matrix.one_apply_ne hc)
    subst hij
    exact ⟨by simp, ⟨-((i : ℕ) : ℤ), by push_cast; ring⟩⟩
  | succ k ih =>
    -- some intermediate level l carries a nonzero contribution
    rw [pow_succ, Matrix.mul_apply] at h
    obtain ⟨l, _, hl⟩ := Finset.exists_ne_zero_of_sum_ne_zero h
    obtain ⟨h1, r, hr⟩ := ih l (left_ne_zero_of_mul hl)
    have hadj := hX.adjacent (right_ne_zero_of_mul hl)
    rw [abs_le] at h1
    refine ⟨abs_le.2 ⟨by omega, by omega⟩, ?_⟩
    rcases hadj with h2 | h2
    · exact ⟨r, by omega⟩
    · exact ⟨r + 1, by omega⟩
```

If (X^k)_ij ≠ 0, then |i − j| ≤ k and k − i − j is even. The argument is induction on k. For k = 0, X^0 is the identity, so i = j and both claims hold. For the next power, write

(X^(k+1))_ij = Σ_l (X^k)_il X_lj.

A nonzero sum has a nonzero term, and both factors of that term are nonzero. By induction |i − l| ≤ k and k − i − l is even. Since l and j are neighbours, the distance from i grows by at most one, and k + 1 − i − j is again even. In Lean, `obtain` names the level l, and `omega` does the integer arithmetic.

```lean
/-- For a one-quantum operator X, the entry of X ^ k in row i and column i + k is the product of the
k entries X_(i+s,i+s+1) with 0 ≤ s < k. -/
theorem k_quantum_amplitude (hX : OneQuantum X) (i k : ℕ) (h : i + k < N) :
    (X ^ k) ⟨i, by omega⟩ ⟨i + k, h⟩ =
      ∏ s : Fin k, X ⟨i + (s : ℕ), by have := s.isLt; omega⟩
        ⟨i + (s : ℕ) + 1, by have := s.isLt; omega⟩ := by
  induction k with
  | zero => simp
  | succ k ih =>
    rw [pow_succ, Matrix.mul_apply, Fin.prod_univ_castSucc,
      Finset.sum_eq_single (⟨i + k, by omega⟩ : Fin N)]
    · rw [ih (by omega)]
      rfl
    · -- every other intermediate level is out of reach
      intro l _ hl
      by_contra hc
      have h1 : |(i : ℤ) - ((l : ℕ) : ℤ)| ≤ (k : ℤ) :=
        (selection_rule hX k _ l (left_ne_zero_of_mul hc)).1
      have h2 : (l : ℕ) + 1 = i + (k + 1) ∨ i + (k + 1) + 1 = (l : ℕ) :=
        hX.adjacent (right_ne_zero_of_mul hc)
      rw [abs_le] at h1
      have h3 : (l : ℕ) = i + k := by omega
      exact hl (Fin.ext h3)
    · intro hc
      exact absurd (Finset.mem_univ _) hc
```

For i + k < N, the entry in row i and column i + k, which lies at the greatest allowed distance, is

(X^k)_(i,i+k) = X_(i,i+1) X_(i+1,i+2) ⋯ X_(i+k−1,i+k),

with the empty product equal to 1 when k = 0. An expression such as `⟨i, by omega⟩` is level i together with a proof that i < N.

For the induction step, expand (X^(k+1))_(i,i+k+1) over l. The last factor requires l = i + k or l = i + k + 2, but the first k steps reach no higher than i + k. Only l = i + k survives, as `Finset.sum_eq_single` records, and it adds one coupling to the product.

```lean
/-- For a one-quantum operator X over a domain, the entry of X ^ k in row i and column i + k is
nonzero exactly when all the entries X_(i+s,i+s+1) with 0 ≤ s < k are nonzero. -/
theorem k_quantum_bound_sharp [IsDomain R] (hX : OneQuantum X) (i k : ℕ)
    (h : i + k < N) :
    (X ^ k) ⟨i, by omega⟩ ⟨i + k, h⟩ ≠ 0 ↔
      ∀ s : Fin k, X ⟨i + (s : ℕ), by have := s.isLt; omega⟩
        ⟨i + (s : ℕ) + 1, by have := s.isLt; omega⟩ ≠ 0 := by
  rw [k_quantum_amplitude hX i k h, Finset.prod_ne_zero_iff]
  exact ⟨fun H s => H s (Finset.mem_univ s), fun H s _ => H s⟩
```

`IsDomain R` says that R is nontrivial and that products of nonzero elements are nonzero, as for real or complex numbers. The k-quantum entry is then nonzero exactly when all k couplings are nonzero, and in that case the bound |i − j| ≤ k is attained.

```lean
/-- For a dipole function that is a polynomial of degree d in a one-quantum operator X, the entry in
row i and column i + d is the leading coefficient times the product of the d entries X_(i+s,i+s+1)
with 0 ≤ s < d. -/
theorem polynomial_dipole_amplitude (hX : OneQuantum X) (p : Polynomial R) (i : ℕ)
    (h : i + p.natDegree < N) :
    (Polynomial.aeval X p) ⟨i, by omega⟩ ⟨i + p.natDegree, h⟩ =
      p.leadingCoeff * ∏ s : Fin p.natDegree,
        X ⟨i + (s : ℕ), by have := s.isLt; omega⟩
          ⟨i + (s : ℕ) + 1, by have := s.isLt; omega⟩ := by
  rw [← k_quantum_amplitude hX i p.natDegree h, Polynomial.aeval_eq_sum_range,
    Matrix.sum_apply, Finset.sum_range_succ, Finset.sum_eq_zero, zero_add,
    Matrix.smul_apply, smul_eq_mul, Polynomial.leadingCoeff]
  -- lower powers cannot bridge the gap
  intro m hm
  have hm' := Finset.mem_range.1 hm
  rw [Matrix.smul_apply, smul_eq_mul]
  by_contra hc
  have h1 : |(i : ℤ) - ((i + p.natDegree : ℕ) : ℤ)| ≤ (m : ℤ) :=
    (selection_rule hX m _ _ (right_ne_zero_of_mul hc)).1
  rw [abs_le] at h1
  omega
```

Let p(X) = Σ_m c_m X^m have degree d, written `p.natDegree`. Every power with m < d contributes zero between i and i + d, because the distance exceeds m. What remains is

p(X)_(i,i+d) = c_d X_(i,i+1) ⋯ X_(i+d−1,i+d).

For vibrational spectra modelled with finitely many harmonic levels and a polynomial dipole function, this gives the dipole matrix element for the largest change of level that the polynomial can produce.

```lean
/-- For a real one-quantum operator on at least two levels, with strictly positive couplings between
neighbours, the distance and parity rules are necessary and sufficient for a matrix element of its
k-th power to be nonzero. -/
theorem selection_rule_complete {X : Matrix (Fin N) (Fin N) ℝ} (hN : 2 ≤ N)
    (hX : OneQuantum X)
    (hpos : ∀ i j : Fin N, |((i : ℕ) : ℤ) - ((j : ℕ) : ℤ)| = 1 → 0 < X i j)
    (k : ℕ) (i j : Fin N) :
    (X ^ k) i j ≠ 0 ↔ |((i : ℕ) : ℤ) - ((j : ℕ) : ℤ)| ≤ (k : ℤ) ∧
      Even ((k : ℤ) - ((i : ℕ) : ℤ) - ((j : ℕ) : ℤ)) := by
  have hnn : ∀ a b, 0 ≤ X a b := by
    intro a b
    by_cases h : |((a : ℕ) : ℤ) - ((b : ℕ) : ℤ)| = 1
    · exact (hpos a b h).le
    · exact (hX a b h).ge
  have hpn : ∀ (m : ℕ) (a b : Fin N), 0 ≤ (X ^ m) a b := by
    intro m
    induction m with
    | zero =>
      intro a b
      rw [pow_zero, Matrix.one_apply]
      split_ifs <;> norm_num
    | succ m ih =>
      intro a b
      rw [pow_succ, Matrix.mul_apply]
      exact Finset.sum_nonneg fun l _ => mul_nonneg (ih a l) (hnn l b)
  refine ⟨selection_rule hX k i j, ?_⟩
  rintro ⟨hle, hev⟩
  suffices hp : 0 < (X ^ k) i j from hp.ne'
  induction k generalizing j with
  | zero =>
    rw [abs_le] at hle
    have hij : i = j := Fin.ext (by omega)
    subst hij
    simp
  | succ k ih =>
    obtain ⟨r, hr⟩ := hev
    rw [abs_le] at hle
    have hj := j.isLt
    have hi := i.isLt
    -- step from j to a neighbour l within reach of i
    obtain ⟨l, hlN, hadj, h1, h2⟩ : ∃ l : ℕ, l < N ∧
        (l + 1 = (j : ℕ) ∨ (j : ℕ) + 1 = l) ∧
        -(k : ℤ) ≤ ((i : ℕ) : ℤ) - (l : ℤ) ∧ ((i : ℕ) : ℤ) - (l : ℤ) ≤ (k : ℤ) := by
      by_cases hc : (i : ℕ) < (j : ℕ) ∨ ((i : ℕ) = (j : ℕ) ∧ (j : ℕ) + 1 = N)
      · exact ⟨(j : ℕ) - 1, by omega, by omega, by omega, by omega⟩
      · exact ⟨(j : ℕ) + 1, by omega, by omega, by omega, by omega⟩
    have hev' : Even ((k : ℤ) - ((i : ℕ) : ℤ) - (l : ℤ)) := by
      rcases hadj with h | h
      · exact ⟨r, by omega⟩
      · exact ⟨r - 1, by omega⟩
    have hp := ih ⟨l, hlN⟩ (abs_le.2 ⟨h1, h2⟩) hev'
    have hab : |(l : ℤ) - ((j : ℕ) : ℤ)| = 1 := (abs_eq (by norm_num)).2 (by omega)
    have hx : 0 < X ⟨l, hlN⟩ j := hpos _ _ hab
    rw [pow_succ, Matrix.mul_apply]
    exact lt_of_lt_of_le (mul_pos hp hx)
      (Finset.single_le_sum (f := fun m => (X ^ k) i m * X m j)
        (fun m _ => mul_nonneg (hpn k i m) (hnn m j)) (Finset.mem_univ _))
```

For real X with strictly positive neighbour couplings and N ≥ 2, the distance and parity rules are also sufficient. Positivity excludes cancellation between paths. Two levels are needed because for N = 1 the matrix X is zero, although the rules would allow (X²)_00.

The proof of sufficiency is an induction on k, showing that (X^k)_ij > 0 whenever the rules hold. For k = 0 the distance rule forces i = j, and (X^0)_ii = 1. For the next power, suppose the rules hold for k + 1, i and j. Choose a neighbour l of j with |i − l| ≤ k:

- If i < j, take l = j − 1.
- If i > j, take l = j + 1.
- If i = j, parity forces k ≥ 1, so either existing neighbour will do.

Then k − i − l is even, and induction gives (X^k)_il > 0. All terms of the sum are nonnegative (`hnn`, `hpn`), so

(X^(k+1))_ij ≥ (X^k)_il X_lj > 0.

```lean
/-- The harmonic-oscillator position matrix on the lowest N levels, in units
where the coupling of levels n and n + 1 is √(n + 1). -/
def oscillatorPosition (N : ℕ) : Matrix (Fin N) (Fin N) ℝ := fun i j =>
  if (i : ℕ) + 1 = (j : ℕ) then √((j : ℕ) : ℝ)
  else if (j : ℕ) + 1 = (i : ℕ) then √((i : ℕ) : ℝ) else 0
```

This is the oscillator position matrix cut off at N levels, in the energy eigenstates with their usual phases. Length is measured in units of √(ħ/(2μω)), where μ is the mass and ω the angular frequency:

X_(n,n+1) = X_(n+1,n) = √(n+1).

```lean
/-- The truncated oscillator position matrix is a one-quantum operator with strictly
positive couplings between neighbouring levels. -/
theorem oscillatorPosition_witness (N : ℕ) :
    OneQuantum (oscillatorPosition N) ∧
      ∀ i j : Fin N, |((i : ℕ) : ℤ) - ((j : ℕ) : ℤ)| = 1 →
        0 < oscillatorPosition N i j := by
  constructor
  · intro i j h
    have h1 : ¬ (i : ℕ) + 1 = (j : ℕ) := fun hc =>
      h ((abs_eq (by norm_num)).2 (by omega))
    have h2 : ¬ (j : ℕ) + 1 = (i : ℕ) := fun hc =>
      h ((abs_eq (by norm_num)).2 (by omega))
    unfold oscillatorPosition
    rw [if_neg h1, if_neg h2]
  · intro i j h
    unfold oscillatorPosition
    rcases (abs_eq (by norm_num)).1 h with h1 | h1
    · rw [if_neg (by omega), if_pos (by omega)]
      exact Real.sqrt_pos.2 (Nat.cast_pos.2 (by omega))
    · rw [if_pos (by omega)]
      exact Real.sqrt_pos.2 (Nat.cast_pos.2 (by omega))
```

The two parts check the zero pattern and the positivity of the couplings, so the preceding theorems apply to this matrix, with N ≥ 2 for the sufficiency result.

```lean
/-- In the truncated oscillator, the k-th power of the position matrix connects
levels i and i + k with amplitude √((i + k)! / i!). -/
theorem oscillator_overtone (N i k : ℕ) (h : i + k < N) :
    (oscillatorPosition N ^ k) ⟨i, by omega⟩ ⟨i + k, h⟩ =
      √(((i + k)! : ℝ) / (i ! : ℝ)) := by
  have hprod : ∀ m : ℕ, ∏ s : Fin m, √((i + (s : ℕ) + 1 : ℕ) : ℝ) =
      √(((i + m)! : ℝ) / (i ! : ℝ)) := by
    intro m
    induction m with
    | zero => simp [Nat.factorial_ne_zero]
    | succ m ih =>
      rw [Fin.prod_univ_castSucc]
      simp only [Fin.val_castSucc, Fin.val_last]
      rw [ih, ← Real.sqrt_mul (by positivity), ← Nat.add_assoc, Nat.factorial_succ]
      congr 1
      push_cast
      ring
  rw [k_quantum_amplitude (oscillatorPosition_witness N).1 i k h, ← hprod k]
  exact Finset.prod_congr rfl fun s _ => if_pos rfl

end

end MultiQuantumSelectionRules
```

Inserting the couplings into the product formula gives

(X^k)_(i,i+k) = √(i+1) √(i+2) ⋯ √(i+k) = √((i+k)!/i!).

The inner statement `hprod` proves the second equality by induction: one more factor √(i+m+1) turns (i+m)! into (i+m+1)! under the root. The truncation does no harm to this entry, since its only path climbs from i to i + k within the retained levels.

```lean
#print axioms MultiQuantumSelectionRules.selection_rule
-- 'MultiQuantumSelectionRules.selection_rule' depends on axioms: [propext, Classical.choice, Quot.sound]
#print axioms MultiQuantumSelectionRules.polynomial_dipole_amplitude
-- 'MultiQuantumSelectionRules.polynomial_dipole_amplitude' depends on axioms: [propext, Classical.choice, Quot.sound]
#print axioms MultiQuantumSelectionRules.selection_rule_complete
-- 'MultiQuantumSelectionRules.selection_rule_complete' depends on axioms: [propext, Classical.choice, Quot.sound]
#print axioms MultiQuantumSelectionRules.oscillator_overtone
-- 'MultiQuantumSelectionRules.oscillator_overtone' depends on axioms: [propext, Classical.choice, Quot.sound]
```
